# Broyden's update of an invertible Jacobian: when it stays invertible, and its inverse

Let J be an invertible real matrix with inverse H, let s be a nonzero vector and y any vector of the same length. The Broyden matrix J' = J + (y − Js)sᵀ/(s·s) is invertible exactly when s·Hy ≠ 0, and its inverse is then H' = H + (s − Hy)sᵀH/(s·Hy).

```lean
import Mathlib

open Matrix

namespace BroydenInverseUpdate

noncomputable section

variable {n : Type*} [Fintype n]

/-- Broyden's update of the model Jacobian `J`, given a density step `s` and the observed
change `y` of the residual: `J + (y - J s) sᵀ / (s·s)`. -/
def broydenUpdate (J : Matrix n n ℝ) (s y : n → ℝ) : Matrix n n ℝ :=
  J + vecMulVec ((s ⬝ᵥ s)⁻¹ • (y - J *ᵥ s)) s

/-- Broyden's update of the inverse Jacobian `H`: `H + (s - H y) sᵀ H / (s·H y)`. -/
def broydenInverse (H : Matrix n n ℝ) (s y : n → ℝ) : Matrix n n ℝ :=
  H + vecMulVec ((s ⬝ᵥ H *ᵥ y)⁻¹ • (s - H *ᵥ y)) (s ᵥ* H)

/-- The squared Frobenius norm of a matrix, the sum of its squared entries. -/
def frobSq (A : Matrix n n ℝ) : ℝ := ∑ i, ∑ j, A i j ^ 2

/-- The outer product `u vᵀ` sends `w` to `(v·w) u`. -/
theorem outer_mulVec (u v w : n → ℝ) : vecMulVec u v *ᵥ w = (v ⬝ᵥ w) • u := by
  ext i
  simp only [Matrix.mulVec, dotProduct, Matrix.vecMulVec_apply, Pi.smul_apply, smul_eq_mul,
    Finset.sum_mul]
  exact Finset.sum_congr rfl fun j _ => by ring

/-- The updated Jacobian acts as the old one plus a correction along `y - J s`, weighted by the
ratio `(s·w)/(s·s)`, where `w` is the argument. -/
theorem broydenUpdate_mulVec (J : Matrix n n ℝ) (s y w : n → ℝ) :
    broydenUpdate J s y *ᵥ w = J *ᵥ w + ((s ⬝ᵥ w) / (s ⬝ᵥ s)) • (y - J *ᵥ s) := by
  rw [broydenUpdate, Matrix.add_mulVec, outer_mulVec, smul_smul, div_eq_mul_inv]

/-- The updated inverse acts as the old one plus a correction along `s - H y`. -/
theorem broydenInverse_mulVec (H : Matrix n n ℝ) (s y w : n → ℝ) :
    broydenInverse H s y *ᵥ w
      = H *ᵥ w + ((s ⬝ᵥ H *ᵥ w) / (s ⬝ᵥ H *ᵥ y)) • (s - H *ᵥ y) := by
  rw [broydenInverse, Matrix.add_mulVec, outer_mulVec, smul_smul, div_eq_mul_inv,
    ← Matrix.dotProduct_mulVec]

/-- Secant condition: the updated Jacobian maps a nonzero step `s` to the observed residual change
`y`. -/
theorem secant_condition (J : Matrix n n ℝ) {s : n → ℝ} (y : n → ℝ) (hs : s ≠ 0) :
    broydenUpdate J s y *ᵥ s = y := by
  have h : s ⬝ᵥ s ≠ 0 := fun h => hs (dotProduct_self_eq_zero.mp h)
  rw [broydenUpdate_mulVec, div_self h, one_smul, add_sub_cancel]

/-- Least change: for a nonzero step `s`, the Broyden matrix satisfies the secant condition, and for
every matrix `B` that does so, the squared distance from `J` to `B` is the squared distance from `J`
to the Broyden matrix plus that from the Broyden matrix to `B`. -/
theorem least_change (J : Matrix n n ℝ) {s : n → ℝ} (y : n → ℝ) (hs : s ≠ 0) :
    broydenUpdate J s y *ᵥ s = y ∧ ∀ B : Matrix n n ℝ, B *ᵥ s = y →
      frobSq (B - J) = frobSq (broydenUpdate J s y - J) + frobSq (B - broydenUpdate J s y) := by
  refine ⟨secant_condition J y hs, fun B hB => ?_⟩
  obtain ⟨c, hc⟩ : ∃ c : n → ℝ, ∀ i j, broydenUpdate J s y i j = J i j + c i * s j :=
    ⟨(s ⬝ᵥ s)⁻¹ • (y - J *ᵥ s), fun _ _ => rfl⟩
  -- each row of `B - J'` is orthogonal to the step
  have cross : ∀ i, ∑ j, s j * (B i j - broydenUpdate J s y i j) = 0 := by
    intro i
    have h := congrFun (hB.trans (secant_condition J y hs).symm) i
    simp only [Matrix.mulVec, dotProduct] at h
    calc ∑ j, s j * (B i j - broydenUpdate J s y i j)
        = ∑ j, B i j * s j - ∑ j, broydenUpdate J s y i j * s j := by
          rw [← Finset.sum_sub_distrib]
          exact Finset.sum_congr rfl fun j _ => by ring
      _ = 0 := sub_eq_zero.mpr h
  unfold frobSq
  rw [← Finset.sum_add_distrib]
  refine Finset.sum_congr rfl fun i _ => ?_
  rw [← Finset.sum_add_distrib]
  have h0 : ∑ j, 2 * c i * (s j * (B i j - broydenUpdate J s y i j)) = 0 := by
    rw [← Finset.mul_sum, cross, mul_zero]
  calc ∑ j, (B - J) i j ^ 2
      = ∑ j, ((broydenUpdate J s y - J) i j ^ 2 + (B - broydenUpdate J s y) i j ^ 2)
        + ∑ j, 2 * c i * (s j * (B i j - broydenUpdate J s y i j)) := by
        rw [← Finset.sum_add_distrib]
        refine Finset.sum_congr rfl fun j _ => ?_
        simp only [Matrix.sub_apply]
        rw [hc]
        ring
    _ = _ := by rw [h0, add_zero]

/-- If the updated inverse is applied to the new residual `F'` after a full quasi-Newton step `s =
-H F`, the result is `H F'` multiplied by the number `s·s / (s·H (F' - F))`, provided the
denominator is nonzero. -/
theorem next_step_rescaled (H : Matrix n n ℝ) {s F F' : n → ℝ} (hs : s = -(H *ᵥ F))
    (hb : s ⬝ᵥ H *ᵥ (F' - F) ≠ 0) :
    broydenInverse H s (F' - F) *ᵥ F'
      = ((s ⬝ᵥ s) / (s ⬝ᵥ H *ᵥ (F' - F))) • (H *ᵥ F') := by
  have hy : H *ᵥ (F' - F) = H *ᵥ F' + s := by
    rw [Matrix.mulVec_sub, hs, sub_eq_add_neg]
  rw [hy, dotProduct_add] at hb
  rw [broydenInverse_mulVec, hy, dotProduct_add]
  have key : (s ⬝ᵥ H *ᵥ F') / (s ⬝ᵥ H *ᵥ F' + s ⬝ᵥ s)
      + (s ⬝ᵥ s) / (s ⬝ᵥ H *ᵥ F' + s ⬝ᵥ s) = 1 := by
    rw [← add_div, div_self hb]
  ext i
  simp only [Pi.add_apply, Pi.sub_apply, Pi.smul_apply, smul_eq_mul]
  linear_combination (-(H *ᵥ F') i) * key

variable [DecidableEq n]

/-- If `H` is the inverse of `J`, the step `s` is nonzero and `s·H y = 0`, then `H y` and `s` are
different vectors with the same image under the updated Jacobian. -/
theorem breakdown {J H : Matrix n n ℝ} {s y : n → ℝ} (hJ : J * H = 1) (hs : s ≠ 0)
    (hb : s ⬝ᵥ H *ᵥ y = 0) :
    H *ᵥ y ≠ s ∧ broydenUpdate J s y *ᵥ (H *ᵥ y) = broydenUpdate J s y *ᵥ s := by
  constructor
  · intro h
    rw [h] at hb
    exact hs (dotProduct_self_eq_zero.mp hb)
  · rw [secant_condition J y hs, broydenUpdate_mulVec, hb, zero_div, zero_smul, add_zero,
      Matrix.mulVec_mulVec, hJ, Matrix.one_mulVec]

/-- If `H` is the inverse of `J` and `s·H y` is nonzero, the product of the updated Jacobian and the
updated inverse is the identity. -/
theorem update_mul_inverse {J H : Matrix n n ℝ} {s y : n → ℝ} (hJ : J * H = 1)
    (hb : s ⬝ᵥ H *ᵥ y ≠ 0) : broydenUpdate J s y * broydenInverse H s y = 1 := by
  have hs : s ≠ 0 := by
    intro h
    apply hb
    rw [h, zero_dotProduct]
  have hJH : ∀ w, J *ᵥ (H *ᵥ w) = w := fun w => by
    rw [Matrix.mulVec_mulVec, hJ, Matrix.one_mulVec]
  -- it suffices to compare the action on every vector
  apply Matrix.toLin'.injective
  refine LinearMap.ext fun w => ?_
  rw [Matrix.toLin'_apply, Matrix.toLin'_apply, ← Matrix.mulVec_mulVec, Matrix.one_mulVec,
    broydenInverse_mulVec, Matrix.mulVec_add, Matrix.mulVec_smul, Matrix.mulVec_sub,
    secant_condition J y hs, broydenUpdate_mulVec J s y (H *ᵥ w),
    broydenUpdate_mulVec J s y (H *ᵥ y), hJH w, hJH y]
  -- the two corrections along `y - J s` cancel
  have key : (s ⬝ᵥ H *ᵥ w) / (s ⬝ᵥ H *ᵥ y) * ((s ⬝ᵥ H *ᵥ y) / (s ⬝ᵥ s))
      = (s ⬝ᵥ H *ᵥ w) / (s ⬝ᵥ s) := by
    rw [← mul_div_assoc, div_mul_cancel₀ _ hb]
  ext i
  simp only [Pi.add_apply, Pi.sub_apply, Pi.smul_apply, smul_eq_mul]
  linear_combination (-(y i - (J *ᵥ s) i)) * key

/-- Broyden inverse update: if `H` is the inverse of `J` and the step `s` is nonzero, the updated
Jacobian is invertible exactly when `s·H y` is nonzero, and its inverse is then `H + (s - H y) sᵀ H
/ (s·H y)`. -/
theorem broyden_inverse_update {J H : Matrix n n ℝ} {s : n → ℝ} (y : n → ℝ)
    (hJ : J * H = 1) (hs : s ≠ 0) :
    (IsUnit (broydenUpdate J s y) ↔ s ⬝ᵥ H *ᵥ y ≠ 0) ∧
      (s ⬝ᵥ H *ᵥ y ≠ 0 → (broydenUpdate J s y)⁻¹ = broydenInverse H s y) := by
  refine ⟨⟨fun hU hb => ?_, fun hb => ?_⟩, fun hb => ?_⟩
  · -- an invertible matrix cannot identify two different vectors
    obtain ⟨hne, heq⟩ := breakdown hJ hs hb
    have hinv := Matrix.nonsing_inv_mul _ ((Matrix.isUnit_iff_isUnit_det _).mp hU)
    have h := congrArg (fun v => (broydenUpdate J s y)⁻¹ *ᵥ v) heq
    simp only [Matrix.mulVec_mulVec] at h
    rw [← Matrix.mulVec_mulVec, ← Matrix.mulVec_mulVec] at h
    apply hne
    calc H *ᵥ y = (broydenUpdate J s y)⁻¹ *ᵥ (broydenUpdate J s y *ᵥ (H *ᵥ y)) := by
          rw [Matrix.mulVec_mulVec _ (broydenUpdate J s y)⁻¹, hinv, Matrix.one_mulVec]
      _ = (broydenUpdate J s y)⁻¹ *ᵥ (broydenUpdate J s y *ᵥ s) := by rw [heq]
      _ = s := by rw [Matrix.mulVec_mulVec, hinv, Matrix.one_mulVec]
  · have h := update_mul_inverse hJ hb
    exact ⟨⟨_, _, h, mul_eq_one_comm.mp h⟩, rfl⟩
  · exact Matrix.inv_eq_right_inv (update_mul_inverse hJ hb)

end

end BroydenInverseUpdate
```

```lean
#print axioms BroydenInverseUpdate.least_change
#print axioms BroydenInverseUpdate.next_step_rescaled
#print axioms BroydenInverseUpdate.broyden_inverse_update
```

```
'BroydenInverseUpdate.least_change' depends on axioms: [propext, Classical.choice, Quot.sound]
'BroydenInverseUpdate.next_step_rescaled' depends on axioms: [propext, Classical.choice, Quot.sound]
'BroydenInverseUpdate.broyden_inverse_update' depends on axioms: [propext, Classical.choice, Quot.sound]
```

## The statement in Lean

The main theorem is `broyden_inverse_update`. The finite type `n` labels the lattice sites, a vector is a function `n → ℝ`, and J and H are square real matrices over `n`. The symbol `*ᵥ` applies a matrix to a vector, `⬝ᵥ` is the plain dot product, and `vecMulVec u v` is the outer product uvᵀ. In `broydenInverse` the row vector sᵀH is written `s ᵥ* H`.

The matrices J' and H' are `broydenUpdate J s y` and `broydenInverse H s y`. They are defined separately, each by its own formula, so that their being inverse to each other is something to prove. There are two hypotheses: `hJ : J * H = 1`, which for square matrices makes H the two-sided inverse of J, and `hs : s ≠ 0`. The conclusion has two parts. The first says that J' has a two-sided inverse (`IsUnit`) if and only if s·Hy ≠ 0. The second says that, when s·Hy ≠ 0, the matrix inverse of J' equals H'.

## Densities, residuals and the secant condition

In a self-consistent field calculation an input density ρ produces an output density, and the residual F is output minus input. Self-consistency means F = 0. A quasi-Newton method keeps a model J of the derivative of F with respect to ρ and takes the step −HF. After a step s the residual is F', and the observed change is y = F' − F. Broyden's update corrects J so that it reproduces this observation:

J's = y.

This is the secant condition. The vector Hy is the step that the old model would have associated with the change y. The update becomes singular exactly when that step is orthogonal to the step actually taken.

For density-functional calculations on a finite lattice, the theorem tells a quasi-Newton mixer when a single update in exact real arithmetic can be carried over to the inverse. The Lean vectors are arbitrary: they need not be positive or conserve particle number, and no energy functional appears. The dot product carries no weights. A metric that weights the sites unequally generally leads to a different update formula, while a common positive factor cancels. Convergence of the iteration is a separate question.

## Why s·Hy decides

An outer product acts by (uvᵀ)w = (v·w)u, which is `outer_mulVec`. For any vector w this gives

J'w = Jw + [(s·w)/(s·s)] (y − Js),

H'w = Hw + [(s·Hw)/(s·Hy)] (s − Hy).

These are `broydenUpdate_mulVec` and `broydenInverse_mulVec`. Because s is real and nonzero, s·s ≠ 0. Setting w = s in the first line gives J's = Js + y − Js = y, which is `secant_condition`.

Suppose first that s·Hy = 0. With w = Hy the correction vanishes, and

J'(Hy) = JHy = y = J's.

The vectors Hy and s are different, since Hy = s would give s·s = 0. So J' sends two different vectors to the same image and cannot be invertible. The lemma `breakdown` supplies the two vectors. The main theorem then assumes an inverse of J', applies it to both images, and reaches the contradiction Hy = s.

Now suppose that s·Hy ≠ 0, and write β = (s·Hw)/(s·Hy). By linearity,

J'H'w = J'(Hw) + β [J's − J'(Hy)].

The three terms on the right are

J'(Hw) = w + [(s·Hw)/(s·s)] (y − Js),

J's = y,

J'(Hy) = y + [(s·Hy)/(s·s)] (y − Js).

Substituting them gives

J'H'w = w + [(s·Hw)/(s·s) − β (s·Hy)/(s·s)] (y − Js) = w,

because β (s·Hy) = s·Hw. This holds for every w, so J'H' = 1.

The lemma `update_mul_inverse` follows the same route. `Matrix.toLin'.injective` reduces equality of matrices to equality of their actions on vectors, the rewrites insert the three terms, `key` is the identity for β divided by s·s, and `linear_combination` performs the cancellation in each component. In the main theorem, `mul_eq_one_comm` supplies the product in the other order, which gives invertibility, and `Matrix.inv_eq_right_inv` identifies the inverse.

## The smallest change that fits the observation

Many matrices B satisfy Bs = y when there is more than one site. The theorem `least_change` compares them with J' in the squared Frobenius norm, the sum of squared entries:

‖B − J‖² = ‖J' − J‖² + ‖B − J'‖².

To see this, note that (B − J')s = y − y = 0, so every row of B − J' is orthogonal to s. Row i of J' − J is cᵢsᵀ, where c = (y − Js)/(s·s). When the square of B − J = (J' − J) + (B − J') is expanded, the cross term from row i is therefore

2cᵢ ∑ⱼ sⱼ(B − J')ᵢⱼ = 0.

In Lean, `cross` is the orthogonality of the rows, and the final `calc` expands the square. It follows that J' is the unique closest matrix to J among those satisfying the secant condition. This result needs s ≠ 0 but not the invertibility of J.

## The next step in a mixing code

A common starting point is linear mixing, where the new input density is ρ + αF with α > 0. This corresponds to H = −α1, with 1 the identity matrix. One iteration with a stored inverse then runs as follows:

1. Take the step s = −HF and evaluate the new residual F'.
2. Form y = F' − F, then Hy and the number s·Hy.
3. If s·Hy is acceptable, replace H by H'.
4. Take the next step −H'F'.

With H stored as a full matrix, the update costs matrix–vector products and one outer product, with no new inversion. A program should also guard against values of s·Hy that are merely close to zero: with s and H fixed, the correction to H grows without bound as s·Hy tends to zero.

For a full step s = −HF, `next_step_rescaled` gives the result of step 4 in closed form. Since Hy = HF' − HF = HF' + s, we have s − Hy = −HF' and s·Hy = s·HF' + s·s. Therefore

H'F' = [1 − (s·HF')/(s·Hy)] HF' = [(s·s)/(s·Hy)] HF'.

The step after one update thus lies along the same line as the step the old H would have given; only its length, and possibly its sign, changes. In the Lean proof, `hy` is the expression for Hy and `key` says that the two fractions add up to one. The lemma assumes s·Hy ≠ 0 but does not need H to be the inverse of any J.

## If H is not the inverse of J

If H is not the inverse of J, the formula for H' can fail to give the inverse of J'. For a purely algebraic example, in which the step is not required to conserve particle number, take two sites, J = 1, H = 2·1 and s = y = (1, 0). Since y = Js, the update leaves J' = 1. On the other side s·Hy = 2, and the formula gives

H' = diag(2, 2) − diag(1, 0) = diag(1, 2).

This is not the inverse of J' = 1. The update has repaired H along the step s, but the error on the second site remains.
